# The distance from a state to an eigenspace is at most the residual norm divided by the gap between the reference energy and the other levels

The target is taken to be the whole eigenspace of a real number $\lambda$, not a single eigenvector, so the error of a trial state $x$ is its distance from that eigenspace, and degenerate levels need no separate treatment. For a Hermitian operator $T$ on a finite-dimensional complex space, this error is at most $\|Tx-\rho x\|/\delta$ whenever every eigenvalue other than $\lambda$ lies at least $\delta>0$ from the real reference energy $\rho$.

```lean
import Mathlib

open Module.End

namespace ResidualEigenvector

noncomputable section

variable {E : Type*} [NormedAddCommGroup E] [InnerProductSpace ℂ E]

/-- The Ritz value `Re ⟨x, T x⟩`, the energy expectation value when `x` is a unit vector. -/
def ritz (T : E →ₗ[ℂ] E) (x : E) : ℝ := (inner ℂ x (T x)).re

/-- The residual `T x - ρ x` of a trial state `x` at the reference energy `ρ`. -/
def residual (T : E →ₗ[ℂ] E) (ρ : ℝ) (x : E) : E := T x - (ρ : ℂ) • x

/-- The orthogonal projection `P x` of `x` onto the eigenspace of `T` at energy `lam`. -/
def eigenPart [FiniteDimensional ℂ E] (T : E →ₗ[ℂ] E) (lam : ℝ) (x : E) : E :=
  (eigenspace T (lam : ℂ)).starProjection x

/-- The overlap of an eigenstate of energy `e` with `T x` is `e` times its overlap with `x`. -/
theorem inner_apply {T : E →ₗ[ℂ] E} (hT : T.IsSymmetric) {v : E} {e : ℝ}
    (hv : T v = (e : ℂ) • v) (x : E) : inner ℂ v (T x) = (e : ℂ) * inner ℂ v x := by
  rw [← hT v x, hv, inner_smul_left, Complex.conj_ofReal]

/-- The residual has the component `(e - ρ) ⟨v, x⟩` along an eigenstate `v` of energy `e`. -/
theorem inner_residual {T : E →ₗ[ℂ] E} (hT : T.IsSymmetric) {v : E} {e : ℝ}
    (hv : T v = (e : ℂ) • v) (ρ : ℝ) (x : E) :
    inner ℂ v (residual T ρ x) = ((e - ρ : ℝ) : ℂ) * inner ℂ v x := by
  rw [residual, inner_sub_right, inner_smul_right, inner_apply hT hv]
  push_cast
  ring

/-- The squared residual norm is the sum of `(e - ρ)²` times the spectral weights of `x`. -/
theorem residual_norm_sq {ι : Type*} [Fintype ι] {T : E →ₗ[ℂ] E} (hT : T.IsSymmetric)
    (b : OrthonormalBasis ι ℂ E) {e : ι → ℝ} (hb : ∀ i, T (b i) = (e i : ℂ) • b i)
    (ρ : ℝ) (x : E) :
    ‖residual T ρ x‖ ^ 2 = ∑ i, (e i - ρ) ^ 2 * ‖inner ℂ (b i) x‖ ^ 2 := by
  rw [← b.sum_sq_norm_inner_right (residual T ρ x)]
  refine Finset.sum_congr rfl fun i _ => ?_
  rw [inner_residual hT (hb i), norm_mul, mul_pow, Complex.norm_real, Real.norm_eq_abs, sq_abs]

/-- The Ritz value is the sum of the eigenvalues times the spectral weights of `x`. -/
theorem ritz_eq_sum {ι : Type*} [Fintype ι] {T : E →ₗ[ℂ] E} (hT : T.IsSymmetric)
    (b : OrthonormalBasis ι ℂ E) {e : ι → ℝ} (hb : ∀ i, T (b i) = (e i : ℂ) • b i) (x : E) :
    ritz T x = ∑ i, e i * ‖inner ℂ (b i) x‖ ^ 2 := by
  rw [ritz, ← b.sum_inner_mul_inner x (T x), Complex.re_sum]
  refine Finset.sum_congr rfl fun i _ => ?_
  rw [inner_apply hT (hb i), ← inner_conj_symm x (b i)]
  generalize inner ℂ (b i) x = z
  rw [← Complex.normSq_eq_norm_sq, Complex.normSq_apply]
  simp
  ring

variable [FiniteDimensional ℂ E]

/-- A Hermitian operator has an orthonormal basis of eigenstates with real energies. -/
theorem exists_eigenbasis {T : E →ₗ[ℂ] E} (hT : T.IsSymmetric) :
    ∃ (b : OrthonormalBasis (Fin (Module.finrank ℂ E)) ℂ E) (e : Fin (Module.finrank ℂ E) → ℝ),
      (∀ i, T (b i) = (e i : ℂ) • b i) ∧ ∀ i, HasEigenvalue T (e i : ℂ) := by
  have h : ∀ i, T (hT.eigenvectorBasis rfl i)
      = ((hT.eigenvalues rfl i : ℝ) : ℂ) • hT.eigenvectorBasis rfl i :=
    fun i => hT.apply_eigenvectorBasis rfl i
  exact ⟨hT.eigenvectorBasis rfl, hT.eigenvalues rfl, h, fun i =>
    hasEigenvalue_of_hasEigenvector
      ⟨mem_eigenspace_iff.2 (h i), (hT.eigenvectorBasis rfl).orthonormal.ne_zero i⟩⟩

/-- If all eigenvalues other than `lam` are at least `δ > 0` from `ρ`, the part of `x` outside the
eigenspace of `lam` has norm at most the residual norm divided by `δ`. -/
theorem eigenvector_error_le {T : E →ₗ[ℂ] E} (hT : T.IsSymmetric) {lam ρ δ : ℝ} (hδ : 0 < δ)
    (hgap : ∀ μ : ℝ, HasEigenvalue T (μ : ℂ) → μ ≠ lam → δ ≤ |μ - ρ|) (x : E) :
    ‖x - eigenPart T lam x‖ ≤ ‖residual T ρ x‖ / δ := by
  obtain ⟨b, e, hb, he⟩ := exists_eigenbasis hT
  rw [le_div_iff₀ hδ]
  refine (sq_le_sq₀ (by positivity) (norm_nonneg _)).1 ?_
  rw [mul_pow, residual_norm_sq hT b hb, ← b.sum_sq_norm_inner_right (x - eigenPart T lam x),
    Finset.sum_mul]
  refine Finset.sum_le_sum fun i _ => ?_
  by_cases h : e i = lam
  · -- the error has no component inside the eigenspace
    have h0 : inner ℂ (b i) (x - eigenPart T lam x) = 0 :=
      (Submodule.mem_orthogonal _ _).1 (Submodule.sub_starProjection_mem_orthogonal x) (b i)
        (mem_eigenspace_iff.2 (by rw [hb i, h]))
    have h1 : 0 ≤ (e i - ρ) ^ 2 * ‖inner ℂ (b i) x‖ ^ 2 := by positivity
    rw [h0, norm_zero]
    linarith
  · -- outside it, the error and the trial state have the same component
    have hp : T (eigenPart T lam x) = (lam : ℂ) • eigenPart T lam x :=
      mem_eigenspace_iff.1 (Submodule.starProjection_apply_mem _ x)
    have hz := inner_residual hT (hb i) lam (eigenPart T lam x)
    rw [residual, hp, sub_self, inner_zero_right] at hz
    have h0 : inner ℂ (b i) (eigenPart T lam x) = 0 :=
      (mul_eq_zero.1 hz.symm).resolve_left (Complex.ofReal_ne_zero.2 (sub_ne_zero.2 h))
    have h1 := hgap _ (he i) h
    rw [inner_sub_right, h0, sub_zero, mul_comm, ← sq_abs (e i - ρ)]
    gcongr

/-- If all eigenvalues other than `lam` are at least `δ` from `ρ`, and `x` is a unit vector with
residual norm below `δ`, then `lam` is an eigenvalue within `δ` of `ρ`, and it is strictly nearer to
`ρ` than every other eigenvalue. -/
theorem selects_nearest {T : E →ₗ[ℂ] E} (hT : T.IsSymmetric) {lam ρ δ : ℝ}
    (hgap : ∀ μ : ℝ, HasEigenvalue T (μ : ℂ) → μ ≠ lam → δ ≤ |μ - ρ|) {x : E}
    (hx : ‖x‖ = 1) (hr : ‖residual T ρ x‖ < δ) :
    HasEigenvalue T (lam : ℂ) ∧ |lam - ρ| < δ ∧
      ∀ μ : ℝ, HasEigenvalue T (μ : ℂ) → μ ≠ lam → |lam - ρ| < |μ - ρ| := by
  obtain ⟨b, e, hb, he⟩ := exists_eigenbasis hT
  have key : HasEigenvalue T (lam : ℂ) ∧ |lam - ρ| < δ := by
    by_contra hc
    -- otherwise the whole spectrum is at least `δ` from `ρ`, and the residual norm is at least `δ`
    have far : ∀ i, δ ≤ |e i - ρ| := by
      intro i
      by_cases h : e i = lam
      · by_contra hlt
        exact hc ⟨h ▸ he i, h ▸ not_le.1 hlt⟩
      · exact hgap _ (he i) h
    have hδ : 0 ≤ δ := (norm_nonneg _).trans hr.le
    have h2 : δ ^ 2 ≤ ‖residual T ρ x‖ ^ 2 := by
      calc δ ^ 2 = ∑ i, δ ^ 2 * ‖inner ℂ (b i) x‖ ^ 2 := by
            rw [← Finset.mul_sum, b.sum_sq_norm_inner_right, hx]
            ring
        _ ≤ ∑ i, (e i - ρ) ^ 2 * ‖inner ℂ (b i) x‖ ^ 2 := by
            refine Finset.sum_le_sum fun i _ => ?_
            have h1 := far i
            rw [← sq_abs (e i - ρ)]
            gcongr
        _ = ‖residual T ρ x‖ ^ 2 := (residual_norm_sq hT b hb ρ x).symm
    nlinarith [norm_nonneg (residual T ρ x)]
  exact ⟨key.1, key.2, fun μ hμ hne => key.2.trans_le (hgap μ hμ hne)⟩

/-- If all eigenvalues other than `lam` are at least `δ` from the Ritz value of a unit vector `x`,
and the residual norm at the Ritz value is below `δ`, then the distance from `lam` to the Ritz value
is at most the squared residual norm divided by `δ`. -/
theorem energy_error_le {T : E →ₗ[ℂ] E} (hT : T.IsSymmetric) {lam δ : ℝ} {x : E}
    (hgap : ∀ μ : ℝ, HasEigenvalue T (μ : ℂ) → μ ≠ lam → δ ≤ |μ - ritz T x|)
    (hx : ‖x‖ = 1) (hr : ‖residual T (ritz T x) x‖ < δ) :
    |lam - ritz T x| ≤ ‖residual T (ritz T x) x‖ ^ 2 / δ := by
  have hd := (selects_nearest hT hgap hx hr).2.1
  obtain ⟨b, e, hb, he⟩ := exists_eigenbasis hT
  have s0 : ∑ i, ‖inner ℂ (b i) x‖ ^ 2 = 1 := by
    rw [b.sum_sq_norm_inner_right, hx, one_pow]
  have s1 := ritz_eq_sum hT b hb x
  have s2 := residual_norm_sq hT b hb (ritz T x) x
  generalize ritz T x = ρ at *
  -- average a quadratic that is nonnegative on the spectrum
  have avg : ∀ p q : ℝ, (∀ i, 0 ≤ (e i - ρ - p) * (e i - ρ - q)) →
      0 ≤ ‖residual T ρ x‖ ^ 2 + p * q := by
    intro p q h
    have h1 : ∑ i, (e i - ρ - p) * (e i - ρ - q) * ‖inner ℂ (b i) x‖ ^ 2
        = ∑ i, (e i - ρ) ^ 2 * ‖inner ℂ (b i) x‖ ^ 2
          - (p + q) * ∑ i, e i * ‖inner ℂ (b i) x‖ ^ 2
          + ((p + q) * ρ + p * q) * ∑ i, ‖inner ℂ (b i) x‖ ^ 2 := by
      rw [Finset.mul_sum, Finset.mul_sum, ← Finset.sum_sub_distrib, ← Finset.sum_add_distrib]
      exact Finset.sum_congr rfl fun i _ => by ring
    have h2 : 0 ≤ ∑ i, (e i - ρ - p) * (e i - ρ - q) * ‖inner ℂ (b i) x‖ ^ 2 :=
      Finset.sum_nonneg fun i _ => mul_nonneg (h i) (by positivity)
    rw [h1, ← s2, ← s1, s0] at h2
    linarith
  have hδ : 0 < δ := (norm_nonneg _).trans_lt hr
  obtain ⟨hl, hu⟩ := abs_lt.1 hd
  rw [le_div_iff₀ hδ]
  rcases le_total 0 (lam - ρ) with ht | ht
  · have h := avg (lam - ρ) (-δ) fun i => by
      by_cases h : e i = lam
      · simp [h]
      · rcases le_abs.1 (hgap _ (he i) h) with h | h
        · exact mul_nonneg_iff.2 (Or.inl ⟨by linarith, by linarith⟩)
        · exact mul_nonneg_iff.2 (Or.inr ⟨by linarith, by linarith⟩)
    rw [abs_of_nonneg ht]
    linarith
  · have h := avg (lam - ρ) δ fun i => by
      by_cases h : e i = lam
      · simp [h]
      · rcases le_abs.1 (hgap _ (he i) h) with h | h
        · exact mul_nonneg_iff.2 (Or.inl ⟨by linarith, by linarith⟩)
        · exact mul_nonneg_iff.2 (Or.inr ⟨by linarith, by linarith⟩)
    rw [abs_of_nonpos ht]
    linarith

/-- The three-level Hamiltonian `diag(-1, 0, 1)`. -/
def threeLevel : EuclideanSpace ℂ (Fin 3) →ₗ[ℂ] EuclideanSpace ℂ (Fin 3) where
  toFun v := !₂[-v 0, 0, v 2]
  map_add' u v := by ext i; fin_cases i <;> simp [add_comm]
  map_smul' a v := by ext i; fin_cases i <;> simp

/-- The three-level Hamiltonian is Hermitian, has the eigenvalue `-1`, and all its eigenvalues
other than `0` are at least `1` from `0`. -/
theorem threeLevel_witness : threeLevel.IsSymmetric ∧ HasEigenvalue threeLevel (-1) ∧
    ∀ μ : ℝ, HasEigenvalue threeLevel (μ : ℂ) → μ ≠ 0 → 1 ≤ |μ - 0| := by
  refine ⟨fun u v => ?_, ?_, fun μ hμ hne => ?_⟩
  · simp [threeLevel, PiLp.inner_apply, Fin.sum_univ_three]
  · refine hasEigenvalue_of_hasEigenvector (x := !₂[1, 0, 0]) ⟨mem_eigenspace_iff.2 ?_, ?_⟩
    · ext i; fin_cases i <;> simp [threeLevel]
    · intro h
      have h0 := congrArg (fun v : EuclideanSpace ℂ (Fin 3) => v 0) h
      simp at h0
  · obtain ⟨v, hv⟩ := hμ.exists_hasEigenvector
    have h := hv.apply_eq_smul
    have h0 : -v 0 = (μ : ℂ) * v 0 := congrArg (fun v : EuclideanSpace ℂ (Fin 3) => v 0) h
    have h1 : 0 = (μ : ℂ) * v 1 := congrArg (fun v : EuclideanSpace ℂ (Fin 3) => v 1) h
    have h2 : v 2 = (μ : ℂ) * v 2 := congrArg (fun v : EuclideanSpace ℂ (Fin 3) => v 2) h
    have c1 : v 1 = 0 := (mul_eq_zero.1 h1.symm).resolve_left (Complex.ofReal_ne_zero.2 hne)
    by_cases c0 : v 0 = 0
    · by_cases c2 : v 2 = 0
      · exact absurd (by ext i; fin_cases i <;> simp [c0, c1, c2]) hv.2
      · have hm : (μ : ℂ) = 1 := mul_right_cancel₀ c2 (by linear_combination -h2)
        have hm' : μ = 1 := by exact_mod_cast hm
        rw [hm']; norm_num
    · have hm : (μ : ℂ) = -1 := mul_right_cancel₀ c0 (by linear_combination -h0)
      have hm' : μ = -1 := by exact_mod_cast hm
      rw [hm']; norm_num

/-- For the trial state `(s, c, s)` of the three-level Hamiltonian the Ritz value is `0`, and the
part outside the eigenspace of `0` has exactly the norm of the residual. -/
theorem threeLevel_sharp (s c : ℝ) :
    ritz threeLevel !₂[(s : ℂ), (c : ℂ), (s : ℂ)] = 0 ∧
    ‖!₂[(s : ℂ), (c : ℂ), (s : ℂ)] - eigenPart threeLevel 0 !₂[(s : ℂ), (c : ℂ), (s : ℂ)]‖
      = ‖residual threeLevel 0 !₂[(s : ℂ), (c : ℂ), (s : ℂ)]‖ := by
  have hP : eigenPart threeLevel 0 !₂[(s : ℂ), (c : ℂ), (s : ℂ)] = !₂[0, (c : ℂ), 0] := by
    refine Submodule.eq_starProjection_of_mem_of_inner_eq_zero ?_ fun w hw => ?_
    · refine mem_eigenspace_iff.2 ?_
      ext i; fin_cases i <;> simp [threeLevel]
    · have h := mem_eigenspace_iff.1 hw
      have h0 := congrArg (fun v : EuclideanSpace ℂ (Fin 3) => v 0) h
      have h2 := congrArg (fun v : EuclideanSpace ℂ (Fin 3) => v 2) h
      simp [threeLevel] at h0 h2
      simp [PiLp.inner_apply, Fin.sum_univ_three, h0, h2]
  constructor
  · simp [ritz, threeLevel, PiLp.inner_apply, Fin.sum_univ_three]
  · rw [hP]
    simp [residual, threeLevel, EuclideanSpace.norm_eq, Fin.sum_univ_three]

end

end ResidualEigenvector
```

```lean
#print axioms ResidualEigenvector.eigenvector_error_le
-- 'ResidualEigenvector.eigenvector_error_le' depends on axioms: [propext, Classical.choice, Quot.sound]
#print axioms ResidualEigenvector.energy_error_le
-- 'ResidualEigenvector.energy_error_le' depends on axioms: [propext, Classical.choice, Quot.sound]
#print axioms ResidualEigenvector.threeLevel_sharp
-- 'ResidualEigenvector.threeLevel_sharp' depends on axioms: [propext, Classical.choice, Quot.sound]
```

## Operator, residual and gap

In the main theorems `E` is any finite-dimensional complex inner product space, for example a truncated plane-wave space, and `T.IsSymmetric` says that $T$ is Hermitian. The inner product is conjugate-linear in its first argument. `residual T ρ x` is $r=Tx-\rho x$, `ritz T x` is $\operatorname{Re}\langle x,Tx\rangle$, and `eigenPart T lam x` is $Px$, with $P$ the orthogonal projector onto the eigenspace of $\lambda$.

The hypothesis `hgap` expresses the isolation of the target level: seen from $\rho$, all other levels are at least $\delta$ away. It is assumed, not derived from the residual. In `eigenvector_error_le`, $x$ need not be normalised and $\rho$ need not be its Ritz value. `selects_nearest` adds $\|x\|=1$ and $\|r\|<\delta$, and concludes that $\lambda$ is an eigenvalue, within $\delta$ of $\rho$ and strictly nearer to it than any other. `energy_error_le` also sets $\rho$ to the Ritz value and gives $|\lambda-\rho|\le\|r\|^2/\delta$.

For an iterative eigensolver applied to a fixed, finite Hamiltonian in an orthonormal basis, a residual norm that is small compared with a known gap bound $\delta$ therefore certifies that a normalised trial state is close to the eigenspace of the isolated level near $\rho$, which need not be the lowest. Basis-truncation error and self-consistent updates of the Hamiltonian are not covered. For a generalised eigenproblem $Hu=\epsilon Su$ with a positive definite overlap matrix $S$, the theorems apply to $T=S^{-1}H$ with the inner product $u^\dagger Sv$ and its norm; the Euclidean norm of $Hu-\rho Su$ can't simply be put in place of the residual norm.

## The error bound, component by component

`exists_eigenbasis` supplies an orthonormal basis $b_i$ with $Tb_i=e_ib_i$ and real $e_i$. Write $c_i=\langle b_i,x\rangle$. Hermiticity gives $\langle b_i,Tx\rangle=e_ic_i$ (`inner_apply`), so $\langle b_i,r\rangle=(e_i-\rho)c_i$ (`inner_residual`), and summing squares yields `residual_norm_sq`:

$$\|r\|^2=\sum_i(e_i-\rho)^2|c_i|^2.$$

The vector $x-Px$ has no component along $b_i$ if $e_i=\lambda$, and has component $c_i$ otherwise. Hence

$$\delta^2\|x-Px\|^2=\sum_{e_i\ne\lambda}\delta^2|c_i|^2\le\sum_{e_i\ne\lambda}(e_i-\rho)^2|c_i|^2\le\|r\|^2.$$

Taking square roots and dividing by $\delta$ gives the bound. The Lean proof compares the two sums term by term, and `by_cases h : e i = lam` separates the two kinds of component.

## Why the nearest level is selected

Suppose that $\lambda$ were not an eigenvalue with $|\lambda-\rho|<\delta$. Then every $e_i$ would be at least $\delta$ from $\rho$, which is `far` in the proof, and for a unit vector

$$\|r\|^2\ge\delta^2\sum_i|c_i|^2=\delta^2,$$

contradicting $\|r\|<\delta$. So $|\lambda-\rho|<\delta\le|\mu-\rho|$ for every other eigenvalue $\mu$.

## The quadratic energy error

Now let $\rho$ be the Ritz value, so that $\rho=\sum_i e_i|c_i|^2$ by `ritz_eq_sum`. Put $y_i=e_i-\rho$ and $t=\lambda-\rho$. The weights $|c_i|^2$ sum to one, the mean of $y_i$ is zero and the mean of $y_i^2$ is $\|r\|^2$. For real $p,q$, averaging $(y_i-p)(y_i-q)$ therefore gives $\|r\|^2+pq$. The local statement `avg` records that this is nonnegative if every product is.

If $t\ge0$, take $p=t$ and $q=-\delta$. The product vanishes at $e_i=\lambda$. At any other level either $y_i\ge\delta>t$, and both factors are nonnegative, or $y_i\le-\delta$, and both are nonpositive. Thus $\|r\|^2-t\delta\ge0$. If $t\le0$, the choice $q=\delta$ gives $\|r\|^2+t\delta\ge0$ in the same way. Together these say $|t|\le\|r\|^2/\delta$.

## Equality at a middle level

`threeLevel` is $\operatorname{diag}(-1,0,1)$. `threeLevel_witness` verifies that it is Hermitian, that $-1$ is an eigenvalue, and that the gap condition holds with $\lambda=\rho=0$ and $\delta=1$. For real $s,c$ and $x=(s,c,s)$, the Ritz value is $0$, the residual is $(-s,0,s)$ and the error is $(s,0,s)$. Both have norm $\sqrt2\,|s|$. `threeLevel_sharp` states that the two norms are equal, so the main bound is attained.

Normalisation requires $2s^2+c^2=1$. Then $c\ne0$ makes the residual norm smaller than $1$, and the selected level is $0$, although $-1$ lies below it.
